# The retarded dipole dispersion energy of two atoms falls with an exponent between 6 and 7 when the polarizability product is positive, non-increasing and integrable

Take two isotropic ground-state atoms in vacuum at zero temperature, and let g(u) be the product of their electric dipole polarizabilities at imaginary frequency iu, in Gaussian units with ħ = 1. As a toy model, not the response of a real atom, take a box: g = 1 for 0 < u < u₀ and g = 0 above. At distance R, with c the speed of light, retardation weights each frequency by F(uR/c), where

F(x) = exp(−2x)(3 + 6x + 5x² + 2x³ + x⁴).

The dispersion coefficient is then

C(R) = (1/π) ∫₀^u₀ F(uR/c) du = (c/(πR)) ∫₀^(u₀R/c) F(x) dx.

Since F is positive and decreasing, the first form shows that C(R) falls with R, and the second that R C(R) rises. Each single frequency is cut off exponentially, but lower frequencies survive to larger distances. As R → 0, C(R) → 3u₀/π, and as R → ∞, R C(R) → 23c/(4π), so the magnitude C(R)/R⁶ of the interaction energy passes from R⁻⁶ to R⁻⁷. The first limit is the unretarded coefficient C₆ = (3/π) ∫₀^∞ g(u) du; the second is 23c/(4π) times the low-frequency value of g, which is 1 for the box.

## Bounds for a general polarizability product

Let c > 0, and let g be positive, non-increasing and integrable on u > 0. (The box, which vanishes above u₀, only illustrates the mechanism.) Define

C(R) = (1/π) ∫₀^∞ g(u) F(uR/c) du,  W(R) = C(R)/R⁶.

Then R⁶W(R) strictly decreases and R⁷W(R) strictly increases on R > 0.

The product rule gives

F′(x) = exp(−2x)[(6 + 10x + 6x² + 4x³) − 2(3 + 6x + 5x² + 2x³ + x⁴)]
= −2x exp(−2x)(1 + 2x + x³).

Hence F decreases strictly on x ≥ 0 and 0 < F ≤ F(0) = 3. The integrand is at most 3g(u), so the integral converges. For R < S, g(u)F(uS/c) < g(u)F(uR/c) at every u > 0, which gives C(S) < C(R).

For the other bound, let l > 1 and substitute u = lv:

C(R) = (l/π) ∫₀^∞ g(lv) F(vlR/c) dv
≤ (l/π) ∫₀^∞ g(v) F(vlR/c) dv = l C(lR).

Equality would force g(lv) = g(v) almost everywhere, since F > 0. Then ∫g(v)dv = ∫g(lv)dv = (1/l)∫g(v)dv, which is impossible for a finite positive integral. With l = S/R this reads R C(R) < S C(S).

Taking logarithms of the two inequalities gives

6 < log(W(R)/W(S)) / log(S/R) < 7.

Finally, W(R) ≥ W(1)/R⁷ for R ≥ 1, so exp(aR)W(R) → ∞ for every a > 0.

For an isolated pair in this dipole model, replacing R by S therefore reduces the magnitude W of the interaction energy by a factor between (S/R)⁶ and (S/R)⁷. An R⁻⁶ law matched to W at R then overestimates this magnitude at S > R by a factor between 1 and S/R.

## The model in Lean

```lean
import Mathlib

open MeasureTheory Set Filter

namespace RetardedDispersionExponent

noncomputable section
```

The weight F is `kernel`.

```lean
/-- The retardation function `F(x) = exp(-2x)(3 + 6x + 5x² + 2x³ + x⁴)` of two atoms. -/
def kernel (x : ℝ) : ℝ :=
  Real.exp (-2 * x) * (3 + 6 * x + 5 * x ^ 2 + 2 * x ^ 3 + x ^ 4)
```

`effC6` is C(R). `Ioi 0` is the open half-line u > 0, so values of `g` elsewhere play no role.

```lean
/-- The distance-dependent dispersion coefficient `(1/π) ∫ g(u) F(uR/c) du` over `u > 0`,
where `g` is the product of the polarizabilities at imaginary frequency `iu`. -/
def effC6 (g : ℝ → ℝ) (c R : ℝ) : ℝ :=
  (∫ u in Ioi (0 : ℝ), g u * kernel (u * R / c)) / Real.pi
```

`strength` is W(R), and the interaction energy is −W(R) in units with ħ = 1 and Gaussian polarizabilities.

```lean
/-- The strength `W(R)` of the retarded attraction, the interaction energy being `-W(R)`. -/
def strength (g : ℝ → ℝ) (c R : ℝ) : ℝ := effC6 g c R / R ^ 6
```

These definitions take the retarded interaction of two isotropic ground-state atoms in vacuum at zero temperature as given; it is not derived from electrodynamics. Overlap and higher multipoles are absent.

## The weight and its integrals

The derivative is assembled from the exponential and the polynomial, and `ring` performs the cancellation.

```lean
/-- The slope of the retardation function is `-2x exp(-2x)(1 + 2x + x³)`. -/
theorem kernel_hasDerivAt (x : ℝ) :
    HasDerivAt kernel (-2 * x * Real.exp (-2 * x) * (1 + 2 * x + x ^ 3)) x := by
  have h1 : HasDerivAt (fun y : ℝ => Real.exp (-2 * y)) (Real.exp (-2 * x) * (-2 * 1)) x :=
    ((hasDerivAt_id' x).const_mul (-2)).exp
  have h2 : HasDerivAt (fun y : ℝ => 3 + 6 * y + 5 * y ^ 2 + 2 * y ^ 3 + y ^ 4)
      (6 + 10 * x + 6 * x ^ 2 + 4 * x ^ 3) x :=
    (((((hasDerivAt_id' x).const_mul 6).const_add 3).fun_add
      ((hasDerivAt_pow 2 x).const_mul 5)).fun_add
      ((hasDerivAt_pow 3 x).const_mul 2)).fun_add (hasDerivAt_pow 4 x)
      |>.congr_deriv (by norm_num; ring)
  exact (h1.fun_mul h2).congr_deriv (by ring)
```

Its negative sign for x > 0 gives strict decrease on x ≥ 0, including the endpoint.

```lean
/-- The retardation function decreases strictly on `x ≥ 0`. -/
theorem kernel_strictAntiOn : StrictAntiOn kernel (Ici 0) := by
  refine strictAntiOn_of_deriv_neg (convex_Ici 0)
    (fun x _ => (kernel_hasDerivAt x).continuousAt.continuousWithinAt) ?_
  intro x hx
  rw [interior_Ici] at hx
  have hx' : 0 < x := hx
  rw [(kernel_hasDerivAt x).deriv]
  have : 0 < 2 * x * Real.exp (-2 * x) * (1 + 2 * x + x ^ 3) := by positivity
  linarith
```

Comparison with x = 0 supplies the upper bound 3.

```lean
/-- For `x ≥ 0` the retardation function is positive and at most `3`. -/
theorem kernel_bounds {x : ℝ} (hx : 0 ≤ x) : 0 < kernel x ∧ kernel x ≤ 3 := by
  constructor
  · unfold kernel
    positivity
  · have h := kernel_strictAntiOn.antitoneOn (mem_Ici.2 le_rfl) (mem_Ici.2 hx) hx
    have h0 : kernel 0 = 3 := by simp [kernel]
    linarith
```

Domination by 3g then proves convergence.

```lean
/-- For a positive and integrable polarizability product, the frequency integral of the retarded
interaction converges. -/
theorem integrable_kernel {g : ℝ → ℝ} {c R : ℝ} (hc : 0 < c) (hR : 0 < R)
    (hpos : ∀ u, 0 < u → 0 < g u) (hint : IntegrableOn g (Ioi 0)) :
    IntegrableOn (fun u => g u * kernel (u * R / c)) (Ioi 0) := by
  have hk : Continuous (fun u : ℝ => kernel (u * R / c)) := by
    unfold kernel
    fun_prop
  refine Integrable.mono' (Integrable.const_mul hint 3)
    (hint.aestronglyMeasurable.mul hk.aestronglyMeasurable) ?_
  filter_upwards [ae_restrict_mem measurableSet_Ioi] with u hu
  have hu' : 0 < u := hu
  obtain ⟨k0, k3⟩ := kernel_bounds (x := u * R / c) (by positivity)
  have hg := hpos u hu'
  rw [Real.norm_of_nonneg (mul_pos hg k0).le]
  nlinarith
```

Strict inequality between integrals needs an argument: a non-negative difference with zero integral vanishes almost everywhere.

```lean
/-- Ordered integrable functions on the half-line that are not almost everywhere equal have strictly
ordered integrals. -/
theorem integral_lt_of_le {f h : ℝ → ℝ} (hf : IntegrableOn f (Ioi 0))
    (hh : IntegrableOn h (Ioi 0)) (hle : ∀ u, 0 < u → f u ≤ h u)
    (hne : ¬ ∀ᵐ u ∂(volume.restrict (Ioi (0 : ℝ))), f u = h u) :
    ∫ u in Ioi (0 : ℝ), f u < ∫ u in Ioi (0 : ℝ), h u := by
  have h0 : 0 ≤ᵐ[volume.restrict (Ioi (0 : ℝ))] fun u => h u - f u := by
    filter_upwards [ae_restrict_mem measurableSet_Ioi] with u hu
    exact sub_nonneg.2 (hle u hu)
  by_contra hcon
  have hs := integral_sub hh hf
  have hn := integral_nonneg_of_ae h0
  have hz : ∫ u in Ioi (0 : ℝ), (h u - f u) = 0 := by linarith
  have hae := (integral_eq_zero_iff_of_nonneg_ae h0 (Integrable.sub hh hf)).1 hz
  apply hne
  filter_upwards [hae] with u hu
  have hu' : h u - f u = 0 := hu
  linarith
```

If the integrands are strictly ordered everywhere, they cannot agree almost everywhere, because the half-line has positive measure.

```lean
/-- Strictly ordered integrable functions on the half-line have strictly ordered integrals. -/
theorem integral_lt_of_lt {f h : ℝ → ℝ} (hf : IntegrableOn f (Ioi 0))
    (hh : IntegrableOn h (Ioi 0)) (hlt : ∀ u, 0 < u → f u < h u) :
    ∫ u in Ioi (0 : ℝ), f u < ∫ u in Ioi (0 : ℝ), h u := by
  refine integral_lt_of_le hf hh (fun u hu => (hlt u hu).le) fun hae => ?_
  have : (ae (volume.restrict (Ioi (0 : ℝ)))).NeBot := ae_restrict_neBot.2 (by simp)
  obtain ⟨u, hu, hm⟩ := (hae.and (ae_restrict_mem measurableSet_Ioi)).exists
  exact (hlt u hm).ne hu
```

## Stretching the distance

Here `hsub` is the substitution u = lv, `hlt` the strict comparison, and its last branch excludes a scale-invariant g.

```lean
/-- For a positive, antitone and integrable polarizability product and `l > 1`, the dispersion
coefficient at distance `l R` is more than `1/l` times that at `R`. -/
theorem effC6_lt_scaled {g : ℝ → ℝ} {c R l : ℝ} (hc : 0 < c) (hR : 0 < R) (hl : 1 < l)
    (hpos : ∀ u, 0 < u → 0 < g u) (hanti : AntitoneOn g (Ioi 0))
    (hint : IntegrableOn g (Ioi 0)) : effC6 g c R < l * effC6 g c (l * R) := by
  have l0 : 0 < l := by linarith
  have hgl : IntegrableOn (fun u => g (l * u)) (Ioi 0) :=
    (integrableOn_Ioi_comp_mul_left_iff g 0 l0).2 (by simpa using hint)
  -- substitute `u = l v` in the frequency integral
  have hsub := integral_comp_mul_left_Ioi (fun u => g u * kernel (u * R / c)) 0 l0
  have harg : ∀ v : ℝ, l * v * R / c = v * (l * R) / c := fun v => by ring
  simp only [mul_zero, smul_eq_mul, harg] at hsub
  have hlt : ∫ v in Ioi (0 : ℝ), g (l * v) * kernel (v * (l * R) / c)
      < ∫ v in Ioi (0 : ℝ), g v * kernel (v * (l * R) / c) := by
    refine integral_lt_of_le
      (integrable_kernel hc (mul_pos l0 hR) (fun u hu => hpos _ (mul_pos l0 hu)) hgl)
      (integrable_kernel hc (mul_pos l0 hR) hpos hint) (fun v hv => ?_) fun hae => ?_
    · have hk := (kernel_bounds (x := v * (l * R) / c) (by positivity)).1
      exact mul_le_mul_of_nonneg_right
        (hanti (mem_Ioi.2 hv) (mem_Ioi.2 (mul_pos l0 hv)) (by nlinarith)) hk.le
    · -- equality would make `g` scale invariant, against its finite positive integral
      have hg : ∫ v in Ioi (0 : ℝ), g (l * v) = ∫ v in Ioi (0 : ℝ), g v := by
        apply integral_congr_ae
        filter_upwards [hae, ae_restrict_mem measurableSet_Ioi] with v hv hm
        have hm' : 0 < v := hm
        have hk := (kernel_bounds (x := v * (l * R) / c) (by positivity)).1
        exact mul_right_cancel₀ hk.ne' hv
      have hs := integral_comp_mul_left_Ioi g 0 l0
      simp only [mul_zero, smul_eq_mul] at hs
      have hI := integral_lt_of_lt (f := fun _ => 0) integrableOn_zero hint hpos
      simp only [integral_zero] at hI
      have hinv : l⁻¹ < 1 := inv_lt_one_of_one_lt₀ hl
      nlinarith
  rw [hsub, inv_mul_lt_iff₀ l0] at hlt
  unfold effC6
  rw [← mul_div_assoc]
  exact div_lt_div_of_pos_right hlt Real.pi_pos
```

## Power-law bounds

Positivity of W is needed before taking logarithms.

```lean
/-- For a positive and integrable polarizability product, the retarded attraction has positive
strength at every distance. -/
theorem strength_pos {g : ℝ → ℝ} {c R : ℝ} (hc : 0 < c) (hR : 0 < R)
    (hpos : ∀ u, 0 < u → 0 < g u) (hint : IntegrableOn g (Ioi 0)) :
    0 < strength g c R := by
  have h := integral_lt_of_lt (f := fun _ => 0) integrableOn_zero
    (integrable_kernel hc hR hpos hint)
    (fun u hu => mul_pos (hpos u hu) (kernel_bounds (by positivity)).1)
  simp only [integral_zero] at h
  exact div_pos (div_pos h Real.pi_pos) (by positivity)
```

In the main theorem, `hpos`, `hanti` and `hint` say that g is positive, non-increasing and integrable. Physically, the response weakens as the imaginary frequency rises, and the unretarded C₆ coefficient is finite. The first half compares integrands; the second uses l = S/R.

```lean
/-- For a positive, antitone and integrable polarizability product, `R⁶ W(R)` is strictly
decreasing and `R⁷ W(R)` is strictly increasing in the distance. -/
theorem strength_between_six_and_seven {g : ℝ → ℝ} {c : ℝ} (hc : 0 < c)
    (hpos : ∀ u, 0 < u → 0 < g u) (hanti : AntitoneOn g (Ioi 0))
    (hint : IntegrableOn g (Ioi 0)) :
    StrictAntiOn (fun R => R ^ 6 * strength g c R) (Ioi 0) ∧
      StrictMonoOn (fun R => R ^ 7 * strength g c R) (Ioi 0) := by
  have e6 : ∀ R : ℝ, 0 < R → R ^ 6 * strength g c R = effC6 g c R := fun R hR =>
    mul_div_cancel₀ _ (pow_pos hR 6).ne'
  have e7 : ∀ R : ℝ, 0 < R → R ^ 7 * strength g c R = R * effC6 g c R := fun R hR => by
    rw [← e6 R hR]
    ring
  constructor
  · intro R hR S hS hRS
    have hR' : 0 < R := hR
    have hS' : 0 < S := hS
    dsimp only
    rw [e6 R hR', e6 S hS']
    refine div_lt_div_of_pos_right (integral_lt_of_lt (integrable_kernel hc hS' hpos hint)
      (integrable_kernel hc hR' hpos hint) fun u hu => ?_) Real.pi_pos
    refine mul_lt_mul_of_pos_left (kernel_strictAntiOn ?_ ?_ ?_) (hpos u hu)
    · exact mem_Ici.2 (by positivity)
    · exact mem_Ici.2 (by positivity)
    · exact div_lt_div_of_pos_right (mul_lt_mul_of_pos_left hRS hu) hc
  · intro R hR S hS hRS
    have hR' : 0 < R := hR
    have hS' : 0 < S := hS
    dsimp only
    rw [e7 R hR', e7 S hS']
    have h := effC6_lt_scaled hc hR' ((one_lt_div hR').2 hRS) hpos hanti hint
    rw [div_mul_cancel₀ S hR'.ne'] at h
    calc R * effC6 g c R < R * (S / R * effC6 g c S) := mul_lt_mul_of_pos_left h hR'
      _ = S * effC6 g c S := by field_simp
```

The exponent is defined by two distances R < S, not by a derivative. The theorem does not say that it approaches 6 or 7.

```lean
/-- For a positive, antitone and integrable polarizability product, the exponent of the power law
through the strengths at any two distances lies strictly between `6` and `7`. -/
theorem exponent_bounds {g : ℝ → ℝ} {c R S : ℝ} (hc : 0 < c) (hR : 0 < R) (hRS : R < S)
    (hpos : ∀ u, 0 < u → 0 < g u) (hanti : AntitoneOn g (Ioi 0))
    (hint : IntegrableOn g (Ioi 0)) :
    6 < Real.log (strength g c R / strength g c S) / Real.log (S / R) ∧
      Real.log (strength g c R / strength g c S) / Real.log (S / R) < 7 := by
  have hS : 0 < S := hR.trans hRS
  have wR := strength_pos hc hR hpos hint
  have wS := strength_pos hc hS hpos hint
  obtain ⟨h6, h7⟩ := strength_between_six_and_seven hc hpos hanti hint
  have a6 := Real.log_lt_log (mul_pos (pow_pos hS 6) wS) (h6 hR hS hRS)
  have a7 := Real.log_lt_log (mul_pos (pow_pos hR 7) wR) (h7 hR hS hRS)
  rw [Real.log_mul (pow_pos hS 6).ne' wS.ne', Real.log_mul (pow_pos hR 6).ne' wR.ne',
    Real.log_pow, Real.log_pow] at a6
  rw [Real.log_mul (pow_pos hR 7).ne' wR.ne', Real.log_mul (pow_pos hS 7).ne' wS.ne',
    Real.log_pow, Real.log_pow] at a7
  push_cast at a6 a7
  have hlog : 0 < Real.log (S / R) := Real.log_pos ((one_lt_div hR).2 hRS)
  rw [lt_div_iff₀ hlog, div_lt_iff₀ hlog, Real.log_div wR.ne' wS.ne',
    Real.log_div hS.ne' hR.ne']
  constructor <;> linarith
```

The lower bound W(1)/R⁷ is combined with the growth of exp(aR)/(aR)⁷.

```lean
/-- For a positive, antitone and integrable polarizability product there is no exponential cutoff:
`exp(aR) W(R)` grows without bound for every `a > 0`. -/
theorem no_exponential_cutoff {g : ℝ → ℝ} {c a : ℝ} (hc : 0 < c) (ha : 0 < a)
    (hpos : ∀ u, 0 < u → 0 < g u) (hanti : AntitoneOn g (Ioi 0))
    (hint : IntegrableOn g (Ioi 0)) :
    Tendsto (fun R => Real.exp (a * R) * strength g c R) atTop atTop := by
  have w1 := strength_pos hc one_pos hpos hint
  have ht := ((Real.tendsto_exp_div_pow_atTop 7).comp
    (tendsto_id.const_mul_atTop ha)).const_mul_atTop (mul_pos w1 (pow_pos ha 7))
  refine tendsto_atTop_mono' atTop ?_ ht
  filter_upwards [eventually_ge_atTop (1 : ℝ)] with R hR
  have hR' : 0 < R := by linarith
  -- beyond `R = 1` the strength stays above `W(1) / R⁷`
  have hm := (strength_between_six_and_seven hc hpos hanti hint).2.monotoneOn
    (mem_Ioi.2 one_pos) (mem_Ioi.2 hR') hR
  simp only [one_pow, one_mul] at hm
  have hw : strength g c 1 / R ^ 7 ≤ strength g c R := by
    rw [div_le_iff₀ (pow_pos hR' 7)]
    linarith
  change strength g c 1 * a ^ 7 * (Real.exp (a * R) / (a * R) ^ 7) ≤ _
  have e : strength g c 1 * a ^ 7 * (Real.exp (a * R) / (a * R) ^ 7)
      = Real.exp (a * R) * (strength g c 1 / R ^ 7) := by
    rw [mul_pow]
    field_simp
  rw [e]
  exact mul_le_mul_of_nonneg_left hw (Real.exp_pos _).le
```

Two identical oscillators, in reduced units, satisfy all three conditions on g; integrability follows by comparison with 1/(1 + u²).

```lean
/-- The squared Lorentzian `1/(1 + u²)²`, the polarizability product of two identical
oscillators in reduced units, is positive, antitone and integrable on `u > 0`. -/
theorem oscillator_witness :
    (∀ u : ℝ, 0 < u → 0 < ((1 + u ^ 2)⁻¹) ^ 2) ∧
      AntitoneOn (fun u : ℝ => ((1 + u ^ 2)⁻¹) ^ 2) (Ioi 0) ∧
      IntegrableOn (fun u : ℝ => ((1 + u ^ 2)⁻¹) ^ 2) (Ioi 0) := by
  refine ⟨fun u _ => by positivity, ?_, ?_⟩
  · intro x hx y _ hxy
    have hx' : 0 < x := hx
    dsimp only
    gcongr
  · refine Integrable.mono' integrable_inv_one_add_sq.integrableOn
      (by fun_prop : Measurable fun u : ℝ => ((1 + u ^ 2)⁻¹) ^ 2).aestronglyMeasurable
      (ae_of_all _ fun u => ?_)
    have h0 : 0 < (1 + u ^ 2)⁻¹ := by positivity
    have h1 : (1 + u ^ 2)⁻¹ ≤ 1 := inv_le_one_of_one_le₀ (by nlinarith [sq_nonneg u])
    rw [Real.norm_of_nonneg (sq_nonneg _)]
    nlinarith

end

end RetardedDispersionExponent
```

```lean
#print axioms RetardedDispersionExponent.exponent_bounds
#print axioms RetardedDispersionExponent.no_exponential_cutoff
```

```
'RetardedDispersionExponent.exponent_bounds' depends on axioms: [propext, Classical.choice, Quot.sound]
'RetardedDispersionExponent.no_exponential_cutoff' depends on axioms: [propext, Classical.choice, Quot.sound]
```
